# The sum of two equal Lorentzians of half-width g is highest at the midpoint exactly when their splitting is at most 2g/√3

A splitting counts as hidden here when no point of the summed spectrum is higher than the midpoint between the two lines. This is a condition on the global maximum of a function of one real variable x, the energy measured from that midpoint. The lines sit at a and −a, so the splitting is 2a, and both have the same height and the same half-width at half maximum g, which stands for the lifetime broadening. Their intensities add without interference, and there is neither a background nor instrumental broadening.

For such an idealised pair of core-level lines, a spectrum that is strongest at the midpoint is compatible with any splitting up to 2g/√3, about 0.58 of the full width 2g. Above that limit there are two maxima, and they lie closer together than the lines themselves.

## Two lines and their sum

```lean
import Mathlib

namespace LorentzianDoublet

noncomputable section
```

The first line loads Mathlib, the mathematical library of Lean. The namespace puts a common prefix on the names that follow.

```lean
/-- Lorentzian line centred at `c` with half-width `g`, for `g ≠ 0`
(for `g = 0` the denominator vanishes at `x = c`). -/
def lorentzian (c g x : ℝ) : ℝ := 1 / ((x - c) ^ 2 + g ^ 2)
```

`lorentzian c g x` is the value at x of a line centred at c:

L(x) = 1/((x − c)² + g²).

The type `ℝ` says that all three arguments and the result are real numbers. The line is not normalised: its peak height is 1/g², and multiplying it by g/π gives unit area. Such a common factor moves no maximum. The definition itself accepts any g; the theorems below all assume g > 0, which makes every line denominator positive.

```lean
/-- Spectrum of two equal Lorentzian lines centred at `a` and `-a`, with half-width `g ≠ 0`. -/
def doublet (a g x : ℝ) : ℝ := lorentzian a g x + lorentzian (-a) g x
```

`doublet a g x` is the spectrum S(x), the sum of the lines at a and −a:

S(x) = 1/((x − a)² + g²) + 1/((x + a)² + g²).

```lean
/-- The distance `√(2a√(a² + g²) - (a² + g²))` from the centre of the doublet,
meant for `a > 0` and `g² < 3a²`. -/
def peakOffset (a g : ℝ) : ℝ :=
  Real.sqrt (2 * a * Real.sqrt (a ^ 2 + g ^ 2) - (a ^ 2 + g ^ 2))
```

With the abbreviation R = √(a² + g²), `peakOffset a g` is

p = √(2aR − R²).

It will turn out to be the distance of each maximum from the midpoint when the lines are resolved. At this stage it is only a formula.

## The centre compared with every other point

```lean
/-- Exact difference between the intensity at the centre of the doublet and that at `x`. -/
theorem center_sub (a x : ℝ) {g : ℝ} (hg : 0 < g) :
    doublet a g 0 - doublet a g x =
      2 * x ^ 2 * (x ^ 2 + g ^ 2 - 3 * a ^ 2) /
        ((a ^ 2 + g ^ 2) * (((x - a) ^ 2 + g ^ 2) * ((x + a) ^ 2 + g ^ 2))) := by
  have h0 : a ^ 2 + g ^ 2 ≠ 0 := by positivity
  have h1 : (x - a) ^ 2 + g ^ 2 ≠ 0 := by positivity
  have h2 : (x + a) ^ 2 + g ^ 2 ≠ 0 := by positivity
  have e0 : doublet a g 0 = 2 / (a ^ 2 + g ^ 2) := by
    unfold doublet lorentzian
    rw [show (0 - a) ^ 2 + g ^ 2 = a ^ 2 + g ^ 2 by ring,
      show (0 - -a) ^ 2 + g ^ 2 = a ^ 2 + g ^ 2 by ring]
    ring
  have ex : doublet a g x = 1 / ((x - a) ^ 2 + g ^ 2) + 1 / ((x + a) ^ 2 + g ^ 2) := by
    simp only [doublet, lorentzian, sub_neg_eq_add]
  rw [e0, ex]
  field_simp
  ring
```

In a Lean theorem, the part before the last top-level colon lists the variables and hypotheses, and the part after it is the claim. Here `hg : 0 < g` is the hypothesis that g is positive, and the claim is an exact formula for S(0) − S(x).

To derive it, write D for the product of the two line denominators:

D = ((x − a)² + g²)((x + a)² + g²) = (x² + R²)² − 4a²x².

The two denominators add up to 2(x² + R²), so

S(x) = 2(x² + R²)/D and S(0) = 2/R².

Subtracting gives

S(0) − S(x) = 2[(x² + R²)² − 4a²x² − R²(x² + R²)]/(R²D)

= 2x²(x² + R² − 4a²)/(R²D)

= 2x²(x² + g² − 3a²)/(R²D).

The Lean proof follows the same route. `positivity` shows that the denominators are non-zero, `e0` and `ex` write out S(0) and S(x), `field_simp` clears the fractions, and `ring` checks the remaining polynomial identity.

```lean
/-- At every `x ≠ 0` with `x² < 3a² - g²` the doublet is more intense than at its centre. -/
theorem center_lt {a g x : ℝ} (hg : 0 < g) (hx : x ≠ 0) (h : x ^ 2 < 3 * a ^ 2 - g ^ 2) :
    doublet a g 0 < doublet a g x := by
  have hneg := div_neg_of_neg_of_pos
    (mul_neg_of_pos_of_neg (show 0 < 2 * x ^ 2 by positivity)
      (show x ^ 2 + g ^ 2 - 3 * a ^ 2 < 0 by linarith))
    (show 0 < (a ^ 2 + g ^ 2) * (((x - a) ^ 2 + g ^ 2) * ((x + a) ^ 2 + g ^ 2)) by positivity)
  rw [← center_sub a x hg] at hneg
  linarith
```

If x ≠ 0 and x² < 3a² − g², then S(0) < S(x). In the formula above, 2x² is positive, the bracket x² + g² − 3a² is negative and the denominator is positive, so S(0) − S(x) < 0. The proof establishes these three signs, uses `center_sub` from right to left to recognise the quotient as the difference of intensities, and lets `linarith`, which handles linear inequalities, rearrange the result.

```lean
/-- If `3a² ≤ g²`, the doublet is strictly more intense at its centre than anywhere else. -/
theorem lt_center {a g x : ℝ} (hg : 0 < g) (h : 3 * a ^ 2 ≤ g ^ 2) (hx : x ≠ 0) :
    doublet a g x < doublet a g 0 := by
  have hx2 : 0 < x ^ 2 := by positivity
  have hpos := div_pos
    (mul_pos (show 0 < 2 * x ^ 2 by positivity)
      (show 0 < x ^ 2 + g ^ 2 - 3 * a ^ 2 by linarith))
    (show 0 < (a ^ 2 + g ^ 2) * (((x - a) ^ 2 + g ^ 2) * ((x + a) ^ 2 + g ^ 2)) by positivity)
  rw [← center_sub a x hg] at hpos
  linarith
```

If 3a² ≤ g² and x ≠ 0, then S(x) < S(0). Now x² > 0 and g² − 3a² ≥ 0, so the bracket is positive, and so is the difference. The inequality is strict even at the threshold 3a² = g², where the numerator becomes 2x⁴ and the top of the profile is especially flat.

## The threshold for a hidden splitting

```lean
/-- The doublet has its global maximum at the centre if and only if `3a² ≤ g²`. -/
theorem center_isMax_iff (a : ℝ) {g : ℝ} (hg : 0 < g) :
    (∀ x, doublet a g x ≤ doublet a g 0) ↔ 3 * a ^ 2 ≤ g ^ 2 := by
  constructor
  · intro h
    by_contra hc
    have hc' := not_le.mp hc
    -- a non-zero point whose square is half of `3a² - g²`
    have hpos : 0 < (3 * a ^ 2 - g ^ 2) / 2 := by linarith
    have hs := Real.sq_sqrt hpos.le
    exact absurd (h (Real.sqrt ((3 * a ^ 2 - g ^ 2) / 2)))
      (not_le_of_gt (center_lt hg (Real.sqrt_pos.mpr hpos).ne' (by rw [hs]; linarith)))
  · intro h x
    by_cases hx : x = 0
    · rw [hx]
    · exact (lt_center hg h hx).le
```

The left side of `↔` says that S(x) ≤ S(0) for all real x, which is the definition of hidden adopted at the start. The theorem states that this holds if and only if 3a² ≤ g². No sign is required of a, because exchanging a and −a only exchanges the two lines.

`constructor` splits the equivalence into its two directions. For the first, suppose that the centre is a global maximum but g² < 3a². Take the test point

x = √((3a² − g²)/2).

It is non-zero and its square is half of 3a² − g², so `center_lt` makes it higher than the centre, a contradiction. For the second direction, x = 0 gives equality, and every other x is covered by `lt_center`.

```lean
/-- The doublet has its global maximum at the centre if and only if the splitting `2a`
is at most `2g/√3`. -/
theorem hidden_splitting_iff {a g : ℝ} (ha : 0 ≤ a) (hg : 0 < g) :
    (∀ x, doublet a g x ≤ doublet a g 0) ↔ 2 * a ≤ 2 * g / Real.sqrt 3 := by
  have h3 : 0 < Real.sqrt 3 := Real.sqrt_pos.mpr (by norm_num)
  have hs : Real.sqrt 3 ^ 2 = 3 := Real.sq_sqrt (by norm_num)
  have e : (a * Real.sqrt 3) ^ 2 = 3 * a ^ 2 := by rw [mul_pow, hs]; ring
  rw [center_isMax_iff a hg, le_div_iff₀ h3, ← e, sq_le_sq₀ (by positivity) hg.le]
  constructor <;> intro h <;> linarith
```

This is the same criterion in terms of the splitting. For a ≥ 0 and g > 0,

2a ≤ 2g/√3 ⇔ a√3 ≤ g ⇔ 3a² ≤ g².

The last step squares two non-negative numbers, which preserves their order in both directions; in Lean this is `sq_le_sq₀`. The hypothesis `ha : 0 ≤ a` is needed so that 2a really is the splitting. The value a = 0 is allowed and describes two coincident lines.

The criterion concerns the highest point only. Whether a weaker local maximum could appear elsewhere is a separate question that the theorem leaves open, and a hidden splitting can still affect the shape of the profile.

## The maxima of a resolved pair

```lean
/-- The gap between the height `1/(2a(√(a² + g²) - a))` and the doublet is a perfect square
over a product of the line denominators and `2a(√(a² + g²) - a)`. -/
theorem height_sub {a g : ℝ} (ha : 0 < a) (hg : 0 < g) (x : ℝ) :
    1 / (2 * a * (Real.sqrt (a ^ 2 + g ^ 2) - a)) - doublet a g x =
      (x ^ 2 + a ^ 2 + g ^ 2 - 2 * a * Real.sqrt (a ^ 2 + g ^ 2)) ^ 2 /
        (2 * a * (Real.sqrt (a ^ 2 + g ^ 2) - a) *
          (((x - a) ^ 2 + g ^ 2) * ((x + a) ^ 2 + g ^ 2))) := by
  have hg2 : 0 < g ^ 2 := by positivity
  have hra : a < Real.sqrt (a ^ 2 + g ^ 2) := Real.lt_sqrt_of_sq_lt (by linarith)
  have hr : Real.sqrt (a ^ 2 + g ^ 2) ^ 2 = a ^ 2 + g ^ 2 := Real.sq_sqrt (by positivity)
  have h1 : (x - a) ^ 2 + g ^ 2 ≠ 0 := by positivity
  have h2 : (x + a) ^ 2 + g ^ 2 ≠ 0 := by positivity
  have h3 : 2 * a * (Real.sqrt (a ^ 2 + g ^ 2) - a) ≠ 0 :=
    (mul_pos (by positivity) (sub_pos.mpr hra)).ne'
  simp only [doublet, lorentzian, sub_neg_eq_add]
  rw [div_add_div _ _ h1 h2, div_sub_div _ _ h3 (mul_ne_zero h1 h2)]
  congr 1
  linear_combination (-4 * a ^ 2) * hr
```

For a > 0 and g > 0, this theorem compares the spectrum with the fixed height

M = 1/(2a(R − a)).

The height comes from a short estimate. Put u = x² + R², which is positive. Since x² = u − R²,

D = u² − 4a²(u − R²) = u² − 4a²u + 4a²R²,

S(x) = 2u/D = 2/(u + 4a²R²/u − 4a²).

The sum u + 4a²R²/u is at least 4aR, with equality at u = 2aR. Hence S(x) is at most 2/(4aR − 4a²) = M. The exact gap is

M − S(x) = [D − 4a(R − a)u]/(2a(R − a)D)

= (u − 2aR)²/(2a(R − a)D),

a square over a positive denominator, because R > a.

Lean puts the left side over a common denominator and compares numerators. `linear_combination` then closes the identity by using `hr`, the relation R² = a² + g², multiplied by −4a².

The formula needs no condition for resolved lines. That condition decides whether the bound M is reached away from the midpoint: the square vanishes when x² = 2aR − R² = R(2a − R), and this has a non-zero real solution exactly when R < 2a.

```lean
/-- If `a, g > 0` and `g² < 3a²`, the offset `peakOffset a g` is positive and smaller than the true
line offset `a`. -/
theorem peakOffset_bounds {a g : ℝ} (ha : 0 < a) (hg : 0 < g) (h : g ^ 2 < 3 * a ^ 2) :
    0 < peakOffset a g ∧ peakOffset a g < a := by
  have hg2 : 0 < g ^ 2 := by positivity
  have hra : a < Real.sqrt (a ^ 2 + g ^ 2) := Real.lt_sqrt_of_sq_lt (by linarith)
  have hr : Real.sqrt (a ^ 2 + g ^ 2) ^ 2 = a ^ 2 + g ^ 2 := Real.sq_sqrt (by positivity)
  have hr2 : Real.sqrt (a ^ 2 + g ^ 2) < 2 * a :=
    (Real.sqrt_lt' (by positivity)).mpr (by nlinarith)
  constructor
  · apply Real.sqrt_pos.mpr
    nlinarith [mul_pos (ha.trans hra) (sub_pos.mpr hr2)]
  · apply (Real.sqrt_lt' ha).mpr
    nlinarith [mul_pos (sub_pos.mpr hra) (sub_pos.mpr hra)]
```

The hypothesis `h` is the resolved regime, g² < 3a². The symbol `∧` means "and", so the claim is 0 < p and p < a.

For the first part, R² = a² + g² < 4a², so R < 2a and p² = R(2a − R) > 0. For the second,

a² − p² = a² − 2aR + R² = (R − a)² > 0.

These are the products handed to `nlinarith`, which extends `linarith` to nonlinear inequalities. The apparent splitting 2p is therefore positive and smaller than the true splitting 2a.

```lean
/-- If `a, g > 0` and `g² < 3a²`, the global maxima of the doublet are exactly the two points
`peakOffset a g` and `-peakOffset a g`. -/
theorem isMax_iff_peakOffset {a g : ℝ} (ha : 0 < a) (hg : 0 < g) (h : g ^ 2 < 3 * a ^ 2)
    (x : ℝ) :
    (∀ y, doublet a g y ≤ doublet a g x) ↔ x = peakOffset a g ∨ x = -peakOffset a g := by
  have hg2 : 0 < g ^ 2 := by positivity
  have hra : a < Real.sqrt (a ^ 2 + g ^ 2) := Real.lt_sqrt_of_sq_lt (by linarith)
  have hp : peakOffset a g ^ 2 =
      2 * a * Real.sqrt (a ^ 2 + g ^ 2) - (a ^ 2 + g ^ 2) :=
    Real.sq_sqrt (Real.sqrt_pos.mp (peakOffset_bounds ha hg h).1).le
  have hD : ∀ y : ℝ, 0 < 2 * a * (Real.sqrt (a ^ 2 + g ^ 2) - a) *
      (((y - a) ^ 2 + g ^ 2) * ((y + a) ^ 2 + g ^ 2)) := fun y =>
    mul_pos (mul_pos (by positivity) (sub_pos.mpr hra)) (by positivity)
  -- the limiting height is attained where the perfect square vanishes
  have top : ∀ z, z ^ 2 = peakOffset a g ^ 2 →
      doublet a g z = 1 / (2 * a * (Real.sqrt (a ^ 2 + g ^ 2) - a)) := by
    intro z hz
    have hgap := height_sub ha hg z
    rw [show z ^ 2 + a ^ 2 + g ^ 2 - 2 * a * Real.sqrt (a ^ 2 + g ^ 2) = 0 by linarith,
      zero_pow two_ne_zero, zero_div] at hgap
    linarith
  rw [← sq_eq_sq_iff_eq_or_eq_neg]
  constructor
  · intro hmax
    by_contra hne
    have hN : x ^ 2 + a ^ 2 + g ^ 2 - 2 * a * Real.sqrt (a ^ 2 + g ^ 2) ≠ 0 :=
      fun h0 => hne (by linarith)
    have hpos := div_pos (lt_of_le_of_ne (sq_nonneg _) (pow_ne_zero 2 hN).symm) (hD x)
    rw [← height_sub ha hg x] at hpos
    have hle := hmax (peakOffset a g)
    rw [top _ rfl] at hle
    linarith
  · intro hx y
    have hnonneg := div_nonneg
      (sq_nonneg (y ^ 2 + a ^ 2 + g ^ 2 - 2 * a * Real.sqrt (a ^ 2 + g ^ 2))) (hD y).le
    rw [← height_sub ha hg y] at hnonneg
    rw [top x hx]
    linarith

end

end LorentzianDoublet
```

In the resolved regime, a point x is a global maximum of S if and only if x = p or x = −p. The symbol `∨` means "or", and the two points are distinct because p > 0.

The condition x = ±p is first rewritten as x² = p². The auxiliary statement `top` says that every point z with z² = p² reaches the height M, because the square in the gap formula vanishes there. If x² ≠ p², the gap at x is strictly positive, so S(x) < M = S(p) and x is not a global maximum. Conversely, if x² = p², then S(x) = M, and since the gap at any y is non-negative, S(y) ≤ S(x).

## The numbers for a = 3 and g = 4

Take a = 3 and g = 4 in any common energy unit. Then R = 5, and g² = 16 is smaller than 3a² = 27, so the lines are resolved. Equivalently, the splitting 6 exceeds the limit 8/√3 ≈ 4.62. The maxima satisfy

p² = 5 · (6 − 5) = 5, so p ≈ 2.24.

The apparent splitting is about 4.47 instead of 6. The heights are

S(p) = 1/(6 · 2) = 1/12 and S(0) = 2/25,

or about 0.106 and 0.102 when each line is normalised to unit area. The dip at the centre is 4 % of the maximum.

With the same g and a = 2, we have 3a² = 12 ≤ 16, and the splitting is hidden. The centre has S(0) = 2/20 = 0.1, while at the true line position x = 2 the sum is 1/16 + 1/32 = 0.09375.

```lean
#print axioms LorentzianDoublet.hidden_splitting_iff
#print axioms LorentzianDoublet.isMax_iff_peakOffset
```

```
'LorentzianDoublet.hidden_splitting_iff' depends on axioms: [propext, Classical.choice, Quot.sound]
'LorentzianDoublet.isMax_iff_peakOffset' depends on axioms: [propext, Classical.choice, Quot.sound]
```
